# Optimal dilation in the potential c log r, with c > 0, brings the kinetic energy to c/2

Q: In a variational calculation for one particle in the potential $c\log r$, I compute the kinetic energy $T$ of my trial function once and then rescale its coordinates by $\sqrt{c/(2T)}$, without scanning the width. Afterwards the kinetic energy should be $c/2$. I can derive that, but I doubt that a formal statement captures it. It may simply postulate the energy curve.

A: The curve is derived there, from the wavefunction. Here is the derivation to compare with. The constant $c>0$ is the strength of an attraction with force $c/r$ towards the origin, as for a charge moving in a plane perpendicular to an oppositely charged line, with the origin on the line. In $d\ge 1$ dimensions, with $\hbar=m=1$, let $\psi$ be normalised, with
$$T=\tfrac12\int\sum_i|\partial_i\psi|^2\,dx,\qquad V=c\int\log\|x\|\,|\psi|^2\,dx .$$
For $l>0$ dilate it to $\psi_l(x)=l^{d/2}\psi(lx)$, and substitute $y=lx$, $dx=l^{-d}dy$, in each integral:

- The norm is unchanged, since $\int l^d|\psi(lx)|^2dx=\int|\psi(y)|^2dy=1$.
- Each derivative gains a factor $l$, since $\partial_i\psi_l(x)=l^{d/2}\,l\,(\partial_i\psi)(lx)$. The kinetic energy becomes $l^2T$.
- The potential energy becomes $c\int(\log\|y\|-\log l)|\psi(y)|^2dy=V-c\log l$.

So $E(l)=l^2T+V-c\log l$. Setting $E'(l)=2lT-c/l$ to zero gives $s=\sqrt{c/(2T)}$, hence $s^2T=c/2$. With $u=(l/s)^2$,
$$E(l)-E(s)=\tfrac c2\,(u-1-\log u),$$
which is positive unless $u=1$, so the minimiser is unique. The minimal energy is $V+\tfrac c2-\tfrac c2\log\frac{c}{2T}$.

Q: Then what is a state in Lean, and what is a dilation?

A: A state is a complex function on Euclidean space.

```lean
import Mathlib

open MeasureTheory

namespace LogPotentialVirial

noncomputable section

/-- Euclidean configuration space of dimension `d`. -/
abbrev Space (d : ℕ) := EuclideanSpace ℝ (Fin d)
```

The scale is called `l`, where many texts write $\lambda$; it is not an angular momentum. A larger `l` makes the state narrower. The prefactor $l^{d/2}$ is written as the square root of `l ^ d`.

```lean
variable {d : ℕ} {ψ : Space d → ℂ} {l c : ℝ}

/-- The dilated state `l^(d/2) ψ(l x)`, for a scale `l > 0`. -/
def scaled (l : ℝ) (ψ : Space d → ℂ) (x : Space d) : ℂ :=
  ((√(l ^ d) : ℝ) : ℂ) * ψ (l • x)
```

Q: And the kinetic energy? I would write it with the Laplacian.

A: It is the gradient form used above. `fderiv ℝ ψ x` applied to the `i`-th unit vector is $\partial_i\psi(x)$.

```lean
/-- Kinetic energy: half the integral of the squared moduli of the partial derivatives
(units with `ħ = m = 1`). -/
def kinetic (ψ : Space d → ℂ) : ℝ :=
  1 / 2 * ∫ x, ∑ i, ‖fderiv ℝ ψ x (EuclideanSpace.single i (1 : ℝ))‖ ^ 2
```

The potential energy includes the factor $c$, so `potential c ψ` is $V$. The length unit inside the logarithm is fixed; changing it shifts every energy by the same constant.

```lean
/-- Potential energy of the state `ψ` in the logarithmic potential `c log ‖x‖`. -/
def potential (c : ℝ) (ψ : Space d → ℂ) : ℝ :=
  c * ∫ x, Real.log ‖x‖ * ‖ψ x‖ ^ 2

/-- Total energy in the logarithmic potential. -/
def energy (c : ℝ) (ψ : Space d → ℂ) : ℝ := kinetic ψ + potential c ψ
```

Q: Which trial functions are admitted?

A: Those satisfying four conditions:

```lean
/-- A trial state: differentiable, normalised, with a finite mean value of `log ‖x‖`
and a finite, positive kinetic energy. -/
structure IsTrial (ψ : Space d → ℂ) : Prop where
  diff : Differentiable ℝ ψ
  normalised : ∫ x, ‖ψ x‖ ^ 2 = 1
  log_integrable : Integrable (fun x => Real.log ‖x‖ * ‖ψ x‖ ^ 2)
  kinetic_pos : 0 < kinetic ψ
```

Lean assigns the value 0 to the integral of a non-integrable function, so norm 1 and positive kinetic energy also say that those two integrals are finite. Differentiability is required at every point, so a function with a cusp, such as $e^{-r}$, is excluded.

The scale $s$ is defined by its formula. That it is optimal has to be proved.

```lean
/-- The scale `√(c / (2T))`, for a state of kinetic energy `T > 0` and a coupling `c > 0`. -/
def optimalScale (c : ℝ) (ψ : Space d → ℂ) : ℝ := √(c / (2 * kinetic ψ))
```

Q: So what exactly is claimed about it?

A: The main theorem, `optimal_scaling`, takes any such state, $d\ge1$ (written `[NeZero d]`) and $c>0$. It says that $s$ is positive, that every other positive scale gives strictly higher energy, and that the kinetic energy at $s$ is $c/2$. Two further theorems give the minimal energy and a virial criterion: no dilation lowers the energy of $\psi$ exactly when $T=c/2$.

All this concerns one particle in a fixed potential. To use the criterion on the exact ground state, you must supply one step yourself: that this state exists and meets the four conditions.

Q: Show me where the scaling law comes from.

A: From the change of variables, first of all. Mathlib's formula for integrals under scaling contains the factor $l^{-d}$, which is moved to the other side here.

```lean
/-- Change of variables under a dilation by `l > 0`. -/
theorem integral_dilate (hl : 0 < l) (g : Space d → ℝ) :
    l ^ d * ∫ x, g (l • x) = ∫ x, g x := by
  have h := Measure.integral_comp_smul (volume : Measure (Space d)) g l
  rw [finrank_euclideanSpace_fin, abs_of_pos (inv_pos.mpr (pow_pos hl d)), smul_eq_mul] at h
  rw [h, mul_inv_cancel_left₀ (pow_pos hl d).ne']
```

The squared prefactor supplies the matching $l^d$ in the density, and conservation of the norm follows.

```lean
/-- The probability density of the dilated state, for `l > 0`, is `l^d |ψ(l x)|²`. -/
theorem density_scaled (hl : 0 < l) (x : Space d) :
    ‖scaled l ψ x‖ ^ 2 = l ^ d * ‖ψ (l • x)‖ ^ 2 := by
  rw [scaled, norm_mul, mul_pow, Complex.norm_real, Real.norm_eq_abs, sq_abs,
    Real.sq_sqrt (pow_nonneg hl.le d)]

/-- Dilation by `l > 0` preserves the norm of the state. -/
theorem norm_scaled (hl : 0 < l) : ∫ x, ‖scaled l ψ x‖ ^ 2 = ∫ x, ‖ψ x‖ ^ 2 := by
  simp_rw [density_scaled hl]
  rw [integral_const_mul]
  exact integral_dilate hl (fun y => ‖ψ y‖ ^ 2)
```

For the kinetic energy, `hd` is the chain rule with its factor $l$. Then `h` squares and sums over `i`, and `D` changes variables.

```lean
/-- Dilation by `l > 0` multiplies the kinetic energy of a differentiable state by `l²`. -/
theorem kinetic_scaled (hψ : Differentiable ℝ ψ) (hl : 0 < l) :
    kinetic (scaled l ψ) = l ^ 2 * kinetic ψ := by
  -- chain rule: each derivative of the dilated state carries a factor `l`
  have hd : ∀ x v, fderiv ℝ (scaled l ψ) x v
      = ((√(l ^ d) : ℝ) : ℂ) * ((l : ℂ) * fderiv ℝ ψ (l • x) v) := by
    intro x v
    have h1 : HasFDerivAt (fun y : Space d => l • y)
        (l • ContinuousLinearMap.id ℝ (Space d)) x := (hasFDerivAt_id x).const_smul l
    have h2 := ((hψ (l • x)).hasFDerivAt.comp x h1).const_mul ((√(l ^ d) : ℝ) : ℂ)
    have h3 : HasFDerivAt (scaled l ψ) _ x := h2
    rw [h3.fderiv]
    simp
  have h : ∀ x, ∑ i, ‖fderiv ℝ (scaled l ψ) x (EuclideanSpace.single i (1 : ℝ))‖ ^ 2
      = l ^ 2 * (l ^ d *
        ∑ i, ‖fderiv ℝ ψ (l • x) (EuclideanSpace.single i (1 : ℝ))‖ ^ 2) := by
    intro x
    rw [Finset.mul_sum, Finset.mul_sum]
    refine Finset.sum_congr rfl fun i _ => ?_
    simp only [hd, norm_mul, mul_pow, Complex.norm_real, Real.norm_eq_abs, sq_abs,
      Real.sq_sqrt (pow_nonneg hl.le d)]
    ring
  have D := integral_dilate hl
    (fun y => ∑ i, ‖fderiv ℝ ψ y (EuclideanSpace.single i (1 : ℝ))‖ ^ 2)
  beta_reduce at D
  unfold kinetic
  simp_rw [h]
  rw [integral_const_mul, integral_const_mul, D]
  ring
```

Q: The logarithm is singular at the origin. Is that handled?

A: Yes. The identity $\log\|lx\|=\log l+\log\|x\|$ is used only for $x\neq0$, and for $d\ge1$ the origin has measure zero. That is `h0`, and `key` rewrites the integrand almost everywhere. Splitting the integral needs both parts to be integrable: the logarithmic mean is so by hypothesis, the density by normalisation. Norm 1 then turns the second part into $-c\log l$.

```lean
/-- In dimension `d ≥ 1`, dilating a trial state by `l > 0` shifts its potential energy in the
logarithmic potential by `-c log l`. -/
theorem potential_scaled [NeZero d] (hψ : IsTrial ψ) (hl : 0 < l) :
    potential c (scaled l ψ) = potential c ψ - c * Real.log l := by
  have : Nontrivial (Space d) := ⟨⟨EuclideanSpace.single 0 1, 0, fun h => by
    have := congrArg (fun v : Space d => v.ofLp 0) h
    simp at this⟩⟩
  have hi : Integrable (fun x => ‖ψ x‖ ^ 2) := by
    by_contra h
    have h1 := hψ.normalised
    rw [integral_undef h] at h1
    exact zero_ne_one h1
  -- the origin, where the logarithm is singular, has measure zero
  have h0 : ∀ᵐ x : Space d, x ≠ 0 := compl_mem_ae_iff.mpr (measure_singleton 0)
  have key : ∀ᵐ x : Space d, Real.log ‖x‖ * ‖scaled l ψ x‖ ^ 2
      = l ^ d * (Real.log ‖l • x‖ * ‖ψ (l • x)‖ ^ 2 - Real.log l * ‖ψ (l • x)‖ ^ 2) := by
    filter_upwards [h0] with x hx
    rw [density_scaled hl, norm_smul, Real.norm_eq_abs, abs_of_pos hl,
      Real.log_mul hl.ne' (norm_ne_zero_iff.mpr hx)]
    ring
  have D := integral_dilate hl
    (fun y => Real.log ‖y‖ * ‖ψ y‖ ^ 2 - Real.log l * ‖ψ y‖ ^ 2)
  beta_reduce at D
  unfold potential
  rw [integral_congr_ae key, integral_const_mul, D,
    integral_sub hψ.log_integrable (hi.const_mul _), integral_const_mul, hψ.normalised]
  ring
```

Adding the two energies gives the curve you suspected of being postulated.

```lean
/-- Energy of a dilated trial state in dimension `d ≥ 1`: `E(l) = l² T + V - c log l`
for `l > 0`. -/
theorem energy_scaled [NeZero d] (hψ : IsTrial ψ) (hl : 0 < l) :
    energy c (scaled l ψ) = l ^ 2 * kinetic ψ + potential c ψ - c * Real.log l := by
  rw [energy, kinetic_scaled hψ.diff hl, potential_scaled hψ hl]
  ring
```

Q: And uniqueness? A vanishing derivative would not be enough.

A: No derivative of $E$ is taken. First `hsT` records $s^2T=c/2$, which also settles the kinetic energy at $s$. For $l\ne s$, `hu` shows $u=(l/s)^2\neq1$, and `hlog` is the strict inequality $\log u<u-1$, with $\log u$ expanded as $2(\log l-\log s)$. Since `hlT` writes $l^2T$ as $u\,c/2$, multiplying by $c$ gives the sign of $E(l)-E(s)$ found above.

```lean
/-- For `c > 0` and `d ≥ 1`, the energy of a dilated trial state has the unique minimiser
`√(c / (2T))` on `l > 0`, and the kinetic energy there is `c/2`, whatever the trial state. -/
theorem optimal_scaling [NeZero d] (hψ : IsTrial ψ) (hc : 0 < c) :
    0 < optimalScale c ψ ∧
    (∀ l, 0 < l → l ≠ optimalScale c ψ →
      energy c (scaled (optimalScale c ψ) ψ) < energy c (scaled l ψ)) ∧
    kinetic (scaled (optimalScale c ψ) ψ) = c / 2 := by
  have hT := hψ.kinetic_pos
  have hs : 0 < optimalScale c ψ := Real.sqrt_pos.mpr (by positivity)
  have hsT : optimalScale c ψ ^ 2 * kinetic ψ = c / 2 := by
    rw [optimalScale, Real.sq_sqrt (by positivity)]
    field_simp
  refine ⟨hs, fun l hl hne => ?_, by rw [kinetic_scaled hψ.diff hs, hsT]⟩
  rw [energy_scaled hψ hs, energy_scaled hψ hl, hsT]
  generalize optimalScale c ψ = s at *
  -- strict inequality `log u < u - 1` at `u = (l/s)²`
  have hu : (l / s) ^ 2 ≠ 1 := by
    intro h
    have h1 : l / s = 1 := by
      have : 0 < l / s := div_pos hl hs
      nlinarith
    exact hne ((div_eq_one_iff_eq hs.ne').mp h1)
  have hlog := Real.log_lt_sub_one_of_pos (pow_pos (div_pos hl hs) 2) hu
  rw [Real.log_pow, Real.log_div hl.ne' hs.ne'] at hlog
  push_cast at hlog
  have hlT : l ^ 2 * kinetic ψ = (l / s) ^ 2 * (c / 2) := by
    rw [← hsT]
    field_simp
  rw [hlT]
  nlinarith [mul_lt_mul_of_pos_left hlog hc]
```

The minimal energy follows by inserting $\log s=\tfrac12\log\frac{c}{2T}$.

```lean
/-- For `c > 0` and `d ≥ 1`, the energy of the optimally dilated trial state is
`V + c/2 - (c/2) log(c / (2T))`. -/
theorem optimal_energy [NeZero d] (hψ : IsTrial ψ) (hc : 0 < c) :
    energy c (scaled (optimalScale c ψ) ψ)
      = potential c ψ + c / 2 - c / 2 * Real.log (c / (2 * kinetic ψ)) := by
  have hT := hψ.kinetic_pos
  obtain ⟨hs, -, hk⟩ := optimal_scaling hψ hc
  have hlog : Real.log (optimalScale c ψ) = Real.log (c / (2 * kinetic ψ)) / 2 :=
    Real.log_sqrt (by positivity)
  rw [energy, hk, potential_scaled hψ hs, hlog]
  ring
```

Q: If my program prints $T=c/2$, may I conclude that the trial function is good?

A: Only that its overall scale is right. Every admitted trial state reaches $c/2$ after optimal dilation, however poor its shape. The criterion is an equivalence about scale alone.

For the forward direction, the undilated state is the case $l=1$. If $s$ were different from 1, dilating by $s$ would lower the energy, against the assumption; so $s=1$ and $T=c/2$. For the converse, put $T=c/2$ into $E(l)$ and use $\log l^2\le l^2-1$.

```lean
/-- Virial criterion for the logarithmic potential with `c > 0` and `d ≥ 1`: no dilation lowers the
energy of a trial state exactly when its kinetic energy is `c/2`. -/
theorem virial_iff [NeZero d] (hψ : IsTrial ψ) (hc : 0 < c) :
    (∀ l, 0 < l → energy c ψ ≤ energy c (scaled l ψ)) ↔ kinetic ψ = c / 2 := by
  constructor
  · intro h
    obtain ⟨hs, hmin, hk⟩ := optimal_scaling hψ hc
    have h1 : energy c (scaled 1 ψ) = energy c ψ := by
      rw [energy_scaled hψ one_pos, energy, Real.log_one]
      ring
    -- the undilated state must sit at the unique minimum
    have hs1 : 1 = optimalScale c ψ := by
      by_contra hne
      have h2 := hmin 1 one_pos hne
      rw [h1] at h2
      exact absurd (h _ hs) (not_le_of_gt h2)
    rw [kinetic_scaled hψ.diff hs, ← hs1] at hk
    linarith
  · intro hT l hl
    rw [energy_scaled hψ hl, energy, hT]
    have hlog := Real.log_le_sub_one_of_pos (pow_pos hl 2)
    rw [Real.log_pow] at hlog
    push_cast at hlog
    nlinarith [mul_le_mul_of_nonneg_left hlog hc.le]

end

end LogPotentialVirial
```

```lean
#print axioms LogPotentialVirial.norm_scaled
-- 'LogPotentialVirial.norm_scaled' depends on axioms: [propext, Classical.choice, Quot.sound]
#print axioms LogPotentialVirial.optimal_energy
-- 'LogPotentialVirial.optimal_energy' depends on axioms: [propext, Classical.choice, Quot.sound]
#print axioms LogPotentialVirial.virial_iff
-- 'LogPotentialVirial.virial_iff' depends on axioms: [propext, Classical.choice, Quot.sound]
```
